# A change of basis that takes two Mulliken gross populations from 1, 0 to 2, −1

Mulliken gross populations are the diagonal entries of `PS`, the density matrix times the overlap matrix, and `mulliken_populations_change` shows by example that they depend on the basis. The model has two orbitals with the identity as overlap matrix, and a density matrix whose only nonzero entry is a 1 for the first orbital. The theorem states that a particular matrix `T` has invertible determinant, and that the change of basis it defines takes the populations from 1 and 0 to 2 and −1. The proof computes the determinant and inverse of `T`, uses the earlier lemma `density_mul_form` to write the transformed product as `T⁻¹ * P * T`, and reads off the diagonal entries.

This version doesn't compile in Lean 4 with Mathlib:

```lean
import Mathlib

open Matrix

namespace MullikenPopulationsChange

noncomputable section

variable {n : Type*} [Fintype n] [DecidableEq n]
variable {E : Type*} [NormedAddCommGroup E] [InnerProductSpace ℂ E]

/-- The transformation `A' = Tᴴ A T` of overlap and Fock matrices. -/
def formChange (T A : Matrix n n ℂ) : Matrix n n ℂ := Tᴴ * A * T

/-- The transformation `P' = T⁻¹ P (T⁻¹)ᴴ` of density matrices, meant for invertible `T`. -/
def densityChange (T P : Matrix n n ℂ) : Matrix n n ℂ := T⁻¹ * P * (T⁻¹)ᴴ

/-- For invertible `T` the product of density matrix and operator matrix undergoes a
similarity transformation, `P'A' = T⁻¹ (PA) T`. -/
theorem density_mul_form {T : Matrix n n ℂ} (hT : IsUnit T.det) (P A : Matrix n n ℂ) :
    densityChange T P * formChange T A = T⁻¹ * (P * A) * T := by
  have h2 : (T⁻¹)ᴴ * Tᴴ = 1 := by
    rw [← Matrix.conjTranspose_mul, Matrix.mul_nonsing_inv T hT, Matrix.conjTranspose_one]
  calc densityChange T P * formChange T A = T⁻¹ * P * ((T⁻¹)ᴴ * Tᴴ) * A * T := by
        simp only [densityChange, formChange, Matrix.mul_assoc]
    _ = T⁻¹ * (P * A) * T := by rw [h2, Matrix.mul_one, Matrix.mul_assoc T⁻¹ P A]

/-- The individual diagonal entries of `PS` (Mulliken gross populations) depend on the basis:
in this two-orbital example they change from `1, 0` to `2, -1`. -/
theorem mulliken_populations_change :
    let T : Matrix (Fin 2) (Fin 2) ℂ := !![1, 1; 1, 2]
    let P : Matrix (Fin 2) (Fin 2) ℂ := !![1, 0; 0, 0]
    let Q := densityChange T P * formChange T 1
    IsUnit T.det ∧ (P * 1) 0 0 = 1 ∧ (P * 1) 1 1 = 0 ∧ Q 0 0 = 2 ∧ Q 1 1 = -1 := by
  intro T P Q
  have hdet : T.det = 1 := by
    simp only [T, Matrix.det_fin_two_of]
    norm_num
  have hT : IsUnit T.det := by
    rw [hdet]
    exact isUnit_one
  have hinv : T⁻¹ = !![2, -1; -1, 1] := by
    apply Matrix.inv_eq_right_inv
    ext i j
    fin_cases i <;> fin_cases j <;>
      norm_num [T, Matrix.mul_apply, Fin.sum_univ_succ]
  have hQ : Q = !![2, 2; -1, -1] := by
    change densityChange T P * formChange T 1 = _
    rw [density_mul_form hT, hinv, Matrix.mul_one]
    ext i j
    fin_cases i <;> fin_cases j <;>
      norm_num [T, P, Matrix.mul_apply, Fin.sum_univ_succ]
  rw [hQ, Matrix.mul_one]
  exact ⟨hT, rfl, rfl, rfl, rfl⟩

end

end MullikenPopulationsChange
```

The error:

```
Main.lean:34:19: error: Function expected at
  P * 1
but this term has type
  ?m.140

Note: Expected a function because this term is being applied to the argument
  0
Main.lean:34:37: error: Function expected at
  P * 1
but this term has type
  ?m.147

Note: Expected a function because this term is being applied to the argument
  1
```

Both errors are in the theorem's statement, at the expressions `(P * 1) 0 0` and `(P * 1) 1 1`. To take an entry of a matrix, Lean applies the matrix as a function to two indices, so it must know that `P * 1` has a function type. The messages show that the type was still undetermined, a placeholder such as `?m.140`, when Lean came to apply the product to its first index.

Knowing the type of `P` was not enough. Lean's `*` allows the result to have a different type from the factors, and the result type is settled by finding a multiplication instance. Here that had not yet happened, and nothing around the bare `1` or the product said what type was expected.

The repair writes `(P * 1 : Matrix (Fin 2) (Fin 2) ℂ)` in both places. This states the type of the product outright, and since a `Matrix` is by definition a function of two indices, the entries can then be taken. The new line break is only layout, and the proof itself is unchanged.

As a diff, the version that Lean accepts:

```diff
@@ -32,5 +32,6 @@
     let P : Matrix (Fin 2) (Fin 2) ℂ := !![1, 0; 0, 0]
     let Q := densityChange T P * formChange T 1
-    IsUnit T.det ∧ (P * 1) 0 0 = 1 ∧ (P * 1) 1 1 = 0 ∧ Q 0 0 = 2 ∧ Q 1 1 = -1 := by
+    IsUnit T.det ∧ (P * 1 : Matrix (Fin 2) (Fin 2) ℂ) 0 0 = 1 ∧
+    (P * 1 : Matrix (Fin 2) (Fin 2) ℂ) 1 1 = 0 ∧ Q 0 0 = 2 ∧ Q 1 1 = -1 := by
   intro T P Q
   have hdet : T.det = 1 := by
```
